# Averaging M independent random sign probes misses the trace of a positive semidefinite matrix by a relative error of e or more with probability at most 2/(M e²)

**Question.** I have a finite, non-interacting tight-binding model whose real symmetric Hamiltonian $H$ is too large to diagonalise. I want its Gaussian-broadened density of states at an energy $E$, which is the trace of $A=g(E-H)$ with $g$ a positive Gaussian. I can apply $A$ to a vector, so I draw $M$ independent vectors $z$ with random entries $\pm1$ and average $z^TAz$. I am told that the relative error reaches $e$ with probability at most $2/(Me^2)$, whatever the number of sites. Can this be derived in full, for any real positive semidefinite $A$ with positive trace, and checked by machine?

**Answer.** Yes. The argument needs only the second moment of the error and the positivity of $A$.

## From sign correlations to the tail bound

Let $\mathbb E$ be the average over uniform sign vectors. Since $z_i^2=1$, the diagonal of $A$ contributes exactly $\operatorname{tr}A$, and the error of one probe is

$$X(z)=z^TAz-\operatorname{tr}A=\sum_{i\ne j}A_{ij}z_iz_j .$$

Reversing $z_i$ changes the sign of $z_iz_j$ for $i\neq j$, but it only permutes the sign vectors. Hence $\mathbb E[z_iz_j]=0$ and $\mathbb E[X]=0$.

For the square we need $\mathbb E[z_iz_jz_kz_l]$ with $i\ne j$. Unless $(k,l)$ is $(i,j)$ or $(j,i)$, either $z_i$ or $z_j$ occurs an odd number of times, and the same reversal gives zero. In the two remaining cases the product is 1. With $A_{ij}=A_{ji}$,

$$\mathbb E[X^2]=\sum_{i\ne j}A_{ij}(A_{ij}+A_{ji})=2S,\qquad S=\sum_{i\neq j}A_{ij}^2 .$$

For $M$ independent probes $z^{(m)}$, the error of the average is $Y=\frac1M\sum_m X(z^{(m)})$. The cross terms factorise into products of zero means, so

$$\mathbb E[Y^2]=\frac{1}{M^2}\,M\cdot 2S=\frac{2S}{M}.$$

For any $t>0$, every outcome with $|Y|\ge t$ contributes at least $t^2$ to the mean square, so $P(|Y|\ge t)\le \mathbb E[Y^2]/t^2$.

Positivity now bounds $S$. The diagonal entries and the $2\times2$ principal minors of $A$ are nonnegative, so $A_{ij}^2\le A_{ii}A_{jj}$ and

$$S\le\sum_{i\ne j}A_{ii}A_{jj}\le\sum_{i,j}A_{ii}A_{jj}=(\operatorname{tr}A)^2 .$$

Setting $t=e\operatorname{tr}A$ gives

$$P\big(|Y|\ge e\operatorname{tr}A\big)\le\frac{2S}{Me^2(\operatorname{tr}A)^2}\le\frac{2}{Me^2}.$$

## Probability as counting in Lean

The sites form a finite type `n`. A sign vector is a configuration `n → Bool`, which `probe` turns into real entries $\pm1$. A set of $M$ probes is one element `w` of `Fin M → n → Bool`. Independence is expressed by giving all such elements equal weight: `mean` is a sum divided by the number of outcomes, and `prob` is the fraction of outcomes in an event.

In `trace_estimator_tail`, `hA : A.PosSemidef` includes the symmetry of the real matrix `A`, and `htr` makes the relative error meaningful. The hypotheses `he` and `hM` say $e>0$ and $M\ge1$. The event includes equality, as in "at least $e\operatorname{tr}A$". The companion `sufficient_probes` says that $M\ge 2/(de^2)$ probes keep the failure probability at or below $d$, with no reference to the matrix dimension.

The theorem concerns real matrices, ideal random signs, exact arithmetic and a number of probes fixed in advance. Complex Hermitian matrices and Gaussian probes are not covered.

```lean
import Mathlib

open Matrix

namespace StochasticTraceTail

noncomputable section

variable {n Ω : Type*} [Fintype n] [DecidableEq n] [Fintype Ω]

/-- Expectation over a finite, uniformly distributed sample space. -/
def mean (f : Ω → ℝ) : ℝ := (∑ ω, f ω) / (Fintype.card Ω : ℝ)

/-- Probability of an event: the fraction of equally likely outcomes in it. -/
def prob (p : Ω → Prop) [DecidablePred p] : ℝ :=
  ((Finset.univ.filter p).card : ℝ) / (Fintype.card Ω : ℝ)

/-- The probe vector with entries `+1` and `-1` encoded by a Boolean configuration. -/
def probe (z : n → Bool) : n → ℝ := fun i => if z i then 1 else -1

/-- The quadratic form `zᵀ A z` of a single probe. -/
def quad (A : Matrix n n ℝ) (z : n → Bool) : ℝ := probe z ⬝ᵥ (A *ᵥ probe z)

/-- The quadratic form averaged over `M` probes. -/
def estimator {M : ℕ} (A : Matrix n n ℝ) (w : Fin M → n → Bool) : ℝ :=
  (∑ m, quad A (w m)) / (M : ℝ)

/-- Ordered pairs of distinct sites. -/
def bonds (n : Type*) [Fintype n] [DecidableEq n] : Finset (n × n) :=
  Finset.univ.filter fun p => p.1 ≠ p.2

/-- A quantity that is odd under reversal of one sign sums to zero over all sign vectors. -/
theorem sum_odd_eq_zero (i : n) (F : (n → ℝ) → ℝ)
    (h : ∀ s, F (Function.update s i (-s i)) = -F s) :
    ∑ z : n → Bool, F (probe z) = 0 := by
  have hinv : Function.Involutive
      (fun z : n → Bool => Function.update z i (!z i)) := by
    intro z
    simp
  have hp : ∀ z : n → Bool, probe (Function.update z i (!z i)) =
      Function.update (probe z) i (-probe z i) := by
    intro z
    funext k
    by_cases hk : k = i
    · rw [hk]
      cases hz : z i <;> simp [probe, hz]
    · simp [probe, hk]
  have h1 := Equiv.sum_comp (Function.Involutive.toPerm _ hinv) (fun z => F (probe z))
  have h2 : ∑ z, F (probe (Function.Involutive.toPerm _ hinv z)) =
      ∑ z : n → Bool, -F (probe z) :=
    Finset.sum_congr rfl fun z _ => (congrArg F (hp z)).trans (h _)
  rw [Finset.sum_neg_distrib] at h2
  linarith

/-- Four-sign correlations: for a pair of distinct sites and any second pair, the sum over
sign vectors vanishes unless the pairs coincide up to order. -/
theorem sum_four_signs {i j k l : n} (hij : i ≠ j) :
    ∑ z : n → Bool, (probe z i * probe z j) * (probe z k * probe z l) =
      (Fintype.card (n → Bool) : ℝ) *
        ((if (k, l) = (i, j) then 1 else 0) + (if (k, l) = (j, i) then 1 else 0)) := by
  have hs : ∀ (z : n → Bool) a, probe z a * probe z a = 1 := by
    intro z a
    cases hz : z a <;> simp [probe, hz]
  by_cases hki : k = i
  · have hkj : k ≠ j := by rw [hki]; exact hij
    by_cases hlj : l = j
    · rw [hki, hlj]
      have h1 : ∀ z : n → Bool,
          (probe z i * probe z j) * (probe z i * probe z j) = 1 := fun z => by
        linear_combination (probe z j * probe z j) * hs z i + hs z j
      simp only [h1]
      simp [hij]
    · rw [sum_odd_eq_zero j (fun s => (s i * s j) * (s k * s l)) (fun s => by
        simp only [Function.update_apply, hij, hkj, hlj, ↓reduceIte]; ring)]
      simp [hkj, hlj]
  · by_cases hli : l = i
    · have hlj : l ≠ j := by rw [hli]; exact hij
      by_cases hkj : k = j
      · rw [hkj, hli]
        have h1 : ∀ z : n → Bool,
            (probe z i * probe z j) * (probe z j * probe z i) = 1 := fun z => by
          linear_combination (probe z j * probe z j) * hs z i + hs z j
        simp only [h1]
        simp [hij]
      · rw [sum_odd_eq_zero j (fun s => (s i * s j) * (s k * s l)) (fun s => by
          simp only [Function.update_apply, hij, hkj, hlj, ↓reduceIte]; ring)]
        simp [hkj, hki]
    · rw [sum_odd_eq_zero i (fun s => (s i * s j) * (s k * s l)) (fun s => by
        simp only [Function.update_apply, hij.symm, hki, hli, ↓reduceIte]; ring)]
      simp [hki, hli]

/-- The error of one probe is the sum of the off-diagonal entries weighted by sign products. -/
theorem quad_sub_trace (A : Matrix n n ℝ) (z : n → Bool) :
    quad A z - A.trace = ∑ p ∈ bonds n, A p.1 p.2 * (probe z p.1 * probe z p.2) := by
  rw [bonds, Finset.sum_filter, Fintype.sum_prod_type]
  simp only [quad, dotProduct, Matrix.mulVec, Matrix.trace, Matrix.diag_apply]
  rw [← Finset.sum_sub_distrib]
  refine Finset.sum_congr rfl fun i _ => ?_
  have h : A i i = ∑ j, if i = j then A i j else 0 := by simp
  rw [h, Finset.mul_sum, ← Finset.sum_sub_distrib]
  refine Finset.sum_congr rfl fun j _ => ?_
  by_cases hij : i = j
  · rw [← hij]
    have hs : probe z i * probe z i = 1 := by cases hz : z i <;> simp [probe, hz]
    simp only [ne_eq, not_true_eq_false, ↓reduceIte]
    linear_combination A i i * hs
  · simp only [ne_eq, hij, not_false_eq_true, ↓reduceIte]
    ring

/-- For symmetric `A` a single probe has zero mean error, and its mean squared error is
twice the sum of the squared off-diagonal entries. -/
theorem single_probe_moments {A : Matrix n n ℝ} (hA : A.IsSymm) :
    mean (fun z => quad A z - A.trace) = 0 ∧
    mean (fun z => (quad A z - A.trace) ^ 2) = 2 * ∑ p ∈ bonds n, A p.1 p.2 ^ 2 := by
  have hb : ∀ p ∈ bonds n, p.1 ≠ p.2 := fun p hp => (Finset.mem_filter.1 hp).2
  have hc : (Fintype.card (n → Bool) : ℝ) ≠ 0 := Nat.cast_ne_zero.2 Fintype.card_ne_zero
  simp only [mean, quad_sub_trace]
  constructor
  · rw [Finset.sum_comm, Finset.sum_eq_zero, zero_div]
    intro p hp
    exact sum_odd_eq_zero p.1 (fun s => A p.1 p.2 * (s p.1 * s p.2)) (fun s => by
      simp only [Function.update_apply, (hb p hp).symm, ↓reduceIte]; ring)
  · rw [div_eq_iff hc]
    -- expand the square and insert the four-sign correlations
    calc ∑ z : n → Bool, (∑ p ∈ bonds n, A p.1 p.2 * (probe z p.1 * probe z p.2)) ^ 2
        = ∑ p ∈ bonds n, ∑ q ∈ bonds n, A p.1 p.2 * A q.1 q.2 *
            ∑ z : n → Bool, (probe z p.1 * probe z p.2) * (probe z q.1 * probe z q.2) := by
          simp_rw [sq, Finset.sum_mul_sum, Finset.mul_sum]
          rw [Finset.sum_comm]
          refine Finset.sum_congr rfl fun p _ => ?_
          rw [Finset.sum_comm]
          refine Finset.sum_congr rfl fun q _ => Finset.sum_congr rfl fun z _ => ?_
          ring
      _ = ∑ p ∈ bonds n, ∑ q ∈ bonds n, A p.1 p.2 * A q.1 q.2 *
            ((Fintype.card (n → Bool) : ℝ) * ((if (q.1, q.2) = (p.1, p.2) then 1 else 0) +
              (if (q.1, q.2) = (p.2, p.1) then 1 else 0))) := by
          refine Finset.sum_congr rfl fun p hp => Finset.sum_congr rfl fun q _ => ?_
          rw [sum_four_signs (k := q.1) (l := q.2) (hb p hp)]
      _ = _ := by
          rw [Finset.mul_sum, Finset.sum_mul]
          refine Finset.sum_congr rfl fun p hp => ?_
          have h1 : (p.2, p.1) ∈ bonds n :=
            Finset.mem_filter.2 ⟨Finset.mem_univ _, (hb p hp).symm⟩
          simp only [Prod.mk.eta, mul_add, mul_ite, mul_one, mul_zero,
            Finset.sum_add_distrib, Finset.sum_ite_eq', hp, h1, ↓reduceIte]
          rw [hA.apply p.1 p.2]
          ring

/-- The mean square of a sum of `M` independent copies of a centred random variable is
`M` times the mean square of one copy. -/
theorem mean_sq_independent [Nonempty Ω] (X : Ω → ℝ) (hX : mean X = 0) (M : ℕ) :
    mean (fun w : Fin M → Ω => (∑ m, X (w m)) ^ 2) = M * mean (fun ω => X ω ^ 2) := by
  have hc : (Fintype.card Ω : ℝ) ≠ 0 := Nat.cast_ne_zero.2 Fintype.card_ne_zero
  have h0 : ∑ ω, X ω = 0 := (div_eq_zero_iff.1 hX).resolve_right hc
  have key : (Fintype.card Ω : ℝ) * ∑ w : Fin M → Ω, (∑ m, X (w m)) ^ 2 =
      M * (Fintype.card Ω : ℝ) ^ M * ∑ ω, X ω ^ 2 := by
    induction M with
    | zero => simp
    | succ M ih =>
      -- split off the first copy; the cross term vanishes
      let e : Ω × (Fin M → Ω) ≃ (Fin (M + 1) → Ω) :=
        ⟨fun p => Fin.cons (α := fun _ => Ω) p.1 p.2, fun w => (w 0, fun i => w i.succ),
          fun p => by simp,
          fun w => by funext i; refine Fin.cases ?_ (fun i => ?_) i <;> simp⟩
      have h : ∑ w : Fin (M + 1) → Ω, (∑ m, X (w m)) ^ 2 =
          ∑ a, ∑ w : Fin M → Ω, (X a + ∑ m, X (w m)) ^ 2 := by
        rw [← e.sum_comp, Fintype.sum_prod_type]
        simp [e, Fin.sum_univ_succ]
      have h2 : ∀ a, ∑ w : Fin M → Ω, (X a + ∑ m, X (w m)) ^ 2 =
          (Fintype.card Ω : ℝ) ^ M * X a ^ 2 + 2 * X a * (∑ w : Fin M → Ω, ∑ m, X (w m))
            + ∑ w : Fin M → Ω, (∑ m, X (w m)) ^ 2 := by
        intro a
        simp [add_sq, Finset.sum_add_distrib, Finset.mul_sum]
      rw [h, Finset.sum_congr rfl fun a _ => h2 a, Finset.sum_add_distrib,
        Finset.sum_add_distrib, ← Finset.mul_sum, ← Finset.sum_mul, ← Finset.mul_sum, h0]
      simp only [Finset.sum_const, Finset.card_univ, nsmul_eq_mul]
      push_cast
      linear_combination (Fintype.card Ω : ℝ) * ih
  have hcard : (Fintype.card (Fin M → Ω) : ℝ) = (Fintype.card Ω : ℝ) ^ M := by simp
  unfold mean
  rw [hcard, ← mul_div_assoc, div_eq_div_iff (pow_ne_zero _ hc) hc]
  linear_combination key

/-- Chebyshev's inequality on a finite uniform sample space. -/
theorem chebyshev (Y : Ω → ℝ) {t : ℝ} (ht : 0 < t) :
    prob (fun ω => t ≤ |Y ω|) ≤ mean (fun ω => Y ω ^ 2) / t ^ 2 := by
  have h : ((Finset.univ.filter fun ω => t ≤ |Y ω|).card : ℝ) * t ^ 2 ≤ ∑ ω, Y ω ^ 2 := by
    calc ((Finset.univ.filter fun ω => t ≤ |Y ω|).card : ℝ) * t ^ 2
        = ∑ ω ∈ Finset.univ.filter (fun ω => t ≤ |Y ω|), t ^ 2 := by
          rw [Finset.sum_const, nsmul_eq_mul]
      _ ≤ ∑ ω ∈ Finset.univ.filter (fun ω => t ≤ |Y ω|), Y ω ^ 2 := by
          refine Finset.sum_le_sum fun ω hω => ?_
          rw [← sq_abs (Y ω)]
          exact pow_le_pow_left₀ ht.le (Finset.mem_filter.1 hω).2 2
      _ ≤ ∑ ω, Y ω ^ 2 :=
          Finset.sum_le_sum_of_subset_of_nonneg (Finset.filter_subset _ _)
            fun ω _ _ => sq_nonneg _
  unfold prob mean
  rw [le_div_iff₀ (pow_pos ht 2), div_mul_eq_mul_div]
  exact div_le_div_of_nonneg_right h (Nat.cast_nonneg _)

/-- For symmetric `A`, the mean squared error of the average over `M` independent probes is
`2 / M` times the sum of the squared off-diagonal entries. -/
theorem estimator_variance {A : Matrix n n ℝ} (hA : A.IsSymm) {M : ℕ} (hM : 1 ≤ M) :
    mean (fun w : Fin M → n → Bool => (estimator A w - A.trace) ^ 2) =
      2 / M * ∑ p ∈ bonds n, A p.1 p.2 ^ 2 := by
  have hM0 : (M : ℝ) ≠ 0 := Nat.cast_ne_zero.2 (by omega)
  have he : ∀ w : Fin M → n → Bool, (estimator A w - A.trace) ^ 2 =
      (∑ m, (quad A (w m) - A.trace)) ^ 2 / (M : ℝ) ^ 2 := by
    intro w
    rw [← div_pow, Finset.sum_sub_distrib, Finset.sum_const, Finset.card_univ,
      Fintype.card_fin, nsmul_eq_mul, sub_div, mul_div_cancel_left₀ _ hM0, estimator]
  have hm := mean_sq_independent (fun z => quad A z - A.trace) (single_probe_moments hA).1 M
  rw [(single_probe_moments hA).2] at hm
  calc mean (fun w : Fin M → n → Bool => (estimator A w - A.trace) ^ 2)
      = mean (fun w : Fin M → n → Bool =>
          (∑ m, (quad A (w m) - A.trace)) ^ 2) / (M : ℝ) ^ 2 := by
        simp only [mean, he]
        rw [← Finset.sum_div, div_right_comm]
    _ = _ := by
        rw [hm]
        field_simp

/-- For positive semidefinite `A` the squared off-diagonal entries sum to at most `(tr A)²`. -/
theorem offDiagonal_le_trace_sq {A : Matrix n n ℝ} (hA : A.PosSemidef) :
    ∑ p ∈ bonds n, A p.1 p.2 ^ 2 ≤ A.trace ^ 2 := by
  have hd : ∀ i, 0 ≤ A i i := fun i => by
    have h := (hA.submatrix (fun _ : Fin 1 => i)).det_nonneg
    rw [Matrix.det_fin_one] at h
    exact h
  -- nonnegativity of the two-by-two principal minors
  have hm : ∀ i j, A i j ^ 2 ≤ A i i * A j j := fun i j => by
    have hs : A j i = A i j := by simpa using hA.isHermitian.apply i j
    have h := (hA.submatrix ![i, j]).det_nonneg
    rw [Matrix.det_fin_two] at h
    have h' : 0 ≤ A i i * A j j - A i j * A j i := h
    rw [hs] at h'
    nlinarith
  calc ∑ p ∈ bonds n, A p.1 p.2 ^ 2
      ≤ ∑ p ∈ bonds n, A p.1 p.1 * A p.2 p.2 := Finset.sum_le_sum fun p _ => hm p.1 p.2
    _ ≤ ∑ p : n × n, A p.1 p.1 * A p.2 p.2 :=
        Finset.sum_le_sum_of_subset_of_nonneg (Finset.subset_univ _)
          fun p _ _ => mul_nonneg (hd _) (hd _)
    _ = A.trace ^ 2 := by
        rw [Fintype.sum_prod_type, sq, Matrix.trace, Finset.sum_mul_sum]
        rfl

/-- For positive semidefinite `A` with positive trace, the average over `M` independent sign
probes has relative error at least `e` with probability at most `2 / (M e²)`. -/
theorem trace_estimator_tail {A : Matrix n n ℝ} (hA : A.PosSemidef) (htr : 0 < A.trace)
    {e : ℝ} (he : 0 < e) {M : ℕ} (hM : 1 ≤ M) :
    prob (fun w : Fin M → n → Bool => e * A.trace ≤ |estimator A w - A.trace|) ≤
      2 / (M * e ^ 2) := by
  have hS : A.IsSymm := Matrix.IsSymm.ext fun i j => by
    simpa using hA.isHermitian.apply i j
  have hM0 : (0 : ℝ) < M := Nat.cast_pos.2 (by omega)
  have h := chebyshev (fun w : Fin M → n → Bool => estimator A w - A.trace) (mul_pos he htr)
  rw [estimator_variance hS hM] at h
  refine h.trans ?_
  calc 2 / (M : ℝ) * (∑ p ∈ bonds n, A p.1 p.2 ^ 2) / (e * A.trace) ^ 2
      ≤ 2 / (M : ℝ) * A.trace ^ 2 / (e * A.trace) ^ 2 :=
        div_le_div_of_nonneg_right
          (mul_le_mul_of_nonneg_left (offDiagonal_le_trace_sq hA) (by positivity))
          (by positivity)
    _ = 2 / (M * e ^ 2) := by
        have := htr.ne'
        field_simp

/-- For positive semidefinite `A` with positive trace, if the number of independent sign probes is
at least `2 / (d e²)`, a relative error of `e` or more occurs with probability at most `d`. -/
theorem sufficient_probes {A : Matrix n n ℝ} (hA : A.PosSemidef) (htr : 0 < A.trace)
    {e d : ℝ} (he : 0 < e) (hd : 0 < d) {M : ℕ} (hM : 2 / (d * e ^ 2) ≤ M) :
    prob (fun w : Fin M → n → Bool => e * A.trace ≤ |estimator A w - A.trace|) ≤ d := by
  have hM0 : (0 : ℝ) < M := lt_of_lt_of_le (by positivity) hM
  refine (trace_estimator_tail hA htr he (Nat.cast_pos.1 hM0)).trans ?_
  rw [div_le_iff₀ (by positivity)] at hM ⊢
  linarith

end

end StochasticTraceTail
```

```lean
#print axioms StochasticTraceTail.sufficient_probes
-- 'StochasticTraceTail.sufficient_probes' depends on axioms: [propext, Classical.choice, Quot.sound]
```

## How the lemmas follow the derivation

`quad_sub_trace` removes the diagonal by splitting each double sum into the cases $i=j$ and $i\neq j$. `sum_four_signs` goes through the possible coincidences of indices, and `single_probe_moments` expands the square and inserts these correlations. The two surviving terms combine through the symmetry of `A`.

`mean_sq_independent` proves the rule for sums by induction on $M$: it splits off the first probe, and the cross term vanishes because the single-probe sum `h0` is zero. `estimator_variance` then divides by $M^2$. `chebyshev` restricts the sum of squares to the outcomes in the event and bounds each term below by $t^2$.

`offDiagonal_le_trace_sq` obtains the minors as determinants of submatrices, which inherit positive semidefiniteness. The main theorem chains these bounds and cancels the trace. It uses `htr` twice: to make the threshold $e\operatorname{tr}A$ positive, as `chebyshev` requires, and to cancel the trace.

## Reindexing by a sign flip

The proof turns on `Equiv.sum_comp`, which says that a finite sum is unchanged when its index runs through a bijection. In `sum_odd_eq_zero` the bijection negates one Boolean. Because doing this twice restores the configuration, `Function.Involutive.toPerm` makes it a permutation. The sum then equals its own negative, and `linarith` concludes that it is zero. The same device, with a different bijection, separates the first probe from the others in `mean_sq_independent`.

## The estimate in a calculation

With NumPy imported as `np`, a generator `rng = np.random.default_rng()`, and a routine `apply_A` that applies $A$ to each column of an array, the estimator for `N` sites is

```python
z = rng.choice([-1.0, 1.0], size=(N, M))
estimate = np.sum(z * apply_A(z)) / M
```

For a relative error below 10% with failure probability at most 5%, the bound asks for $M\ge 2/(0.05\cdot0.1^2)=4000$. This count is sufficient, but fewer probes may do: the step from the mean square to the tail probability is generally loose, and the variance $2S/M$ may be much smaller than the bound $2(\operatorname{tr}A)^2/M$ used here. It is zero for diagonal $A$. For the broadened density of states, the eigenvalues of $A$ lie between 0 and $g(0)$, so $S\le\operatorname{tr}(A^2)\le g(0)\operatorname{tr}A$, and the variance divided by $(\operatorname{tr}A)^2$ is at most $2g(0)/(M\operatorname{tr}A)$. At fixed broadening and fixed density of states per site, this bound falls as $1/N$, so large systems need far fewer probes than the count above. This last estimate is not part of the Lean proof.

If $g$ is replaced by a polynomial, the guarantee applies to the trace of that polynomial of $H$, provided that it is nonnegative on the spectrum and the trace is positive. The truncation error comes on top.
